# At Positive Temperature a Quantum Harmonic Mode Has a Heat Capacity Strictly Between 0 and k, Its Low- and High-Temperature Limits

Classical equipartition gives every harmonic vibrational mode of a crystal the heat capacity $k$, the Boltzmann constant, at every temperature. Yet the heat capacity of a crystal falls towards zero on cooling. What changes if the energy of a mode is quantised?

Take one harmonic mode with energy quantum $\varepsilon = \hbar\omega > 0$ and levels $E_n = \varepsilon(n + \tfrac12)$, $n = 0, 1, 2, \dots$, in thermal equilibrium at temperature $T > 0$. Its heat capacity is $C(T) = k\,c(\varepsilon/kT)$, where

$$c(x) = \frac{x^2 e^x}{(e^x - 1)^2}$$

is the Einstein function. For $x > 0$ it satisfies $0 < c(x) < 1$. It tends to $1$ as $x \to 0^+$ and to $0$ as $x \to \infty$.

In a harmonic phonon calculation with finitely many modes of fixed positive frequency, the vibrational heat capacity is a sum of such terms, so it stays below $k$ times the number of modes.

## From the levels to the Einstein function

Write $x = \varepsilon/kT$ and $r = e^{-x}$, so that $0 < r < 1$. The Boltzmann weight of level $n$ is $e^{-E_n/kT} = e^{-x/2} r^n$. The two series needed are

$$\sum_{n\ge 0} r^n = \frac{1}{1-r}, \qquad \sum_{n \ge 0} n r^n = \frac{r}{(1-r)^2},$$

the second being $r\,d/dr$ of the first. The mean energy is therefore

$$U = \frac{\varepsilon e^{-x/2}\left[\dfrac{r}{(1-r)^2} + \dfrac12\,\dfrac{1}{1-r}\right]}{e^{-x/2}\,\dfrac{1}{1-r}} = \varepsilon\,\frac{r}{1-r} + \frac{\varepsilon}{2} = \frac{\varepsilon}{2} + \frac{\varepsilon}{e^x - 1}.$$

The zero-point term is constant in $T$. Since $dx/dT = -\varepsilon/(kT^2)$,

$$C = \frac{dU}{dT} = -\frac{\varepsilon e^x}{(e^x-1)^2}\,\frac{dx}{dT} = \frac{\varepsilon^2}{kT^2}\,\frac{e^x}{(e^x-1)^2} = k\,c(x),$$

because $\varepsilon^2/(kT^2) = k x^2$.

## Bounds and limits by hand

Factor $e^x - 1 = e^{x/2}(e^{x/2} - e^{-x/2}) = e^{x/2}\cdot 2\sinh(x/2)$. Squaring and cancelling $e^x$ gives

$$c(x) = \left(\frac{x/2}{\sinh(x/2)}\right)^2 .$$

For $y > 0$ we have $\sinh y > y$: the difference $\sinh y - y$ vanishes at $y = 0$ and has derivative $\cosh y - 1 > 0$ for $y > 0$. The fraction in brackets thus lies strictly between 0 and 1, and so does its square.

Near zero, write

$$c(x) = \frac{e^x}{\big((e^x-1)/x\big)^2}.$$

The numerator tends to 1. The quotient $(e^x - 1)/x$ tends to the slope of the exponential at zero, which is also 1. Hence $c(x) \to 1$.

For large $x$, divide numerator and denominator by $e^{2x}$:

$$c(x) = \frac{x^2 e^{-x}}{(1 - e^{-x})^2}.$$

The denominator tends to 1. Since $e^x > x^3/6$ for $x > 0$, the numerator is below $6/x$ and tends to 0.

In terms of temperature, $T \to \infty$ means $x \to 0^+$, so $C \to k$. This is the Dulong–Petit value for one mode; the familiar $3k$ per atom comes from counting three modes per atom. Conversely, $T \to 0^+$ means $x \to \infty$, so $C \to 0$.

The cold limit can be sharpened. The last formula gives $c(x)/(x^2e^{-x}) \to 1$, hence $C \approx k(\varepsilon/kT)^2 e^{-\varepsilon/kT}$ when $kT \ll \varepsilon$: the mode freezes out exponentially because its first excitation costs a finite energy. This rate is an addition to the limits formalised below.

## The mode in Lean

```lean
import Mathlib

open Filter Topology

namespace EinsteinHeatCapacity

noncomputable section
```

The Einstein function is a function of one real variable.

```lean
/-- The Einstein function `x² eˣ / (eˣ - 1)²`, for `x ≠ 0`. -/
def einsteinFunction (x : ℝ) : ℝ :=
  x ^ 2 * Real.exp x / (Real.exp x - 1) ^ 2
```

At $x = 0$ Lean evaluates this quotient as 0, although the limit there is 1; the limit statements accordingly use neighbourhoods with the point zero removed.

The spectrum is an input: `level ε n` is $E_n$, with the natural number `n` read as a real number in the formula.

```lean
/-- The `n`-th energy level of a harmonic mode with quantum `ε`, zero-point energy included. -/
def level (ε : ℝ) (n : ℕ) : ℝ := ε * (n + 1 / 2)
```

The mean energy is the canonical average, a ratio of two infinite sums (`∑'`) over all levels.

```lean
/-- The Boltzmann average of the energy of a mode with quantum `ε > 0` at temperature `T > 0`,
where `k > 0` is the Boltzmann constant. -/
def meanEnergy (ε k T : ℝ) : ℝ :=
  (∑' n : ℕ, level ε n * Real.exp (-level ε n / (k * T))) /
    ∑' n : ℕ, Real.exp (-level ε n / (k * T))
```

The heat capacity is its temperature derivative. Since `ε` is held fixed, this is the heat capacity at constant volume of a mode whose frequency does not depend on temperature.

```lean
/-- The heat capacity of a mode: the derivative of its mean energy with respect to temperature,
for positive `ε`, `k` and `T`. -/
def heatCapacity (ε k T : ℝ) : ℝ := deriv (meanEnergy ε k) T
```

The parameters `ε`, `k` and `T` are real numbers in any consistent units, and the theorems assume them positive. A positive `ε` stands for a genuine restoring force, which excludes free translations, and `k` converts temperature into energy. Anharmonicity, thermal expansion and the distribution of frequencies in a crystal do not enter.

## Summing the levels

The first theorem is the Planck form of $U$. The step `hw` factors the Boltzmann weights into $e^{-x/2} r^n$. The facts `h0` and `h1` are the two series above, and `hZ` and `hE` assemble the denominator and the numerator of the average. Then $e^x$ is replaced by a variable $y > 1$, and `field_simp` and `ring` finish the algebra.

```lean
/-- For positive quantum, Boltzmann constant and temperature, the mean energy is the zero-point
energy plus the Planck term. -/
theorem meanEnergy_eq {ε k T : ℝ} (hε : 0 < ε) (hk : 0 < k) (hT : 0 < T) :
    meanEnergy ε k T = ε / 2 + ε / (Real.exp (ε / (k * T)) - 1) := by
  have hx : 0 < ε / (k * T) := by positivity
  -- the Boltzmann weights form a geometric sequence
  have hw : ∀ n : ℕ, Real.exp (-level ε n / (k * T)) =
      Real.exp (-(ε / (k * T)) / 2) * Real.exp (-(ε / (k * T))) ^ n := by
    intro n
    rw [← Real.exp_nat_mul, ← Real.exp_add]
    congr 1
    unfold level
    ring
  unfold meanEnergy
  simp only [hw]
  clear hw
  generalize ε / (k * T) = x at hx ⊢
  have hr : Real.exp (-x) < 1 := by
    rw [← Real.exp_zero]
    exact Real.exp_lt_exp.2 (by linarith)
  have h0 := hasSum_geometric_of_lt_one (Real.exp_pos (-x)).le hr
  have h1 := hasSum_coe_mul_geometric_of_norm_lt_one (r := Real.exp (-x))
    (by rwa [Real.norm_eq_abs, abs_of_pos (Real.exp_pos _)])
  have hZ := (h0.mul_left (Real.exp (-x / 2))).tsum_eq
  have hE : ∑' n : ℕ, level ε n * (Real.exp (-x / 2) * Real.exp (-x) ^ n) =
      ε * Real.exp (-x / 2) * (Real.exp (-x) / (1 - Real.exp (-x)) ^ 2 +
        1 / 2 * (1 - Real.exp (-x))⁻¹) := by
    rw [← ((h1.add (h0.mul_left (1 / 2))).mul_left (ε * Real.exp (-x / 2))).tsum_eq]
    refine tsum_congr fun n => ?_
    unfold level
    ring
  rw [hE, hZ, Real.exp_neg]
  -- what remains is algebra in `y = eˣ`
  have hy : 1 < Real.exp x := Real.one_lt_exp_iff.2 hx
  have hA : Real.exp (-x / 2) ≠ 0 := Real.exp_ne_zero _
  generalize Real.exp (-x / 2) = A at hA ⊢
  generalize Real.exp x = y at hy ⊢
  have hy0 : y ≠ 0 := by linarith
  have hy1 : y - 1 ≠ 0 := by linarith
  have hs : 1 - y⁻¹ = (y - 1) / y := by field_simp
  rw [hs]
  field_simp
  ring
```

## Differentiating a formula known only for positive temperature

The next theorem is $dU/dT = k\,c(\varepsilon/kT)$. It states that the mean energy is differentiable at each $T > 0$ and gives the derivative. In the proof, `h1` is $dx/dT$, `h2` differentiates the Planck form by the chain and quotient rules, and `hc` is the identity $kx^2 = \varepsilon^2/(kT^2)$ that brings the result into Einstein's form.

```lean
/-- For positive quantum, Boltzmann constant and temperature, the mean energy is differentiable
in temperature, with derivative `k` times the Einstein function of `ε / (k T)`. -/
theorem hasDerivAt_meanEnergy {ε k T : ℝ} (hε : 0 < ε) (hk : 0 < k) (hT : 0 < T) :
    HasDerivAt (meanEnergy ε k) (k * einsteinFunction (ε / (k * T))) T := by
  have hx : 0 < ε / (k * T) := by positivity
  have hne : Real.exp (ε / (k * T)) - 1 ≠ 0 := by
    have := Real.one_lt_exp_iff.2 hx
    linarith
  have h1 : HasDerivAt (fun t : ℝ => ε / (k * t)) (ε / k * -(T ^ 2)⁻¹) T := by
    have hf : (fun t : ℝ => ε / (k * t)) = fun t => ε / k * t⁻¹ := by
      funext t
      rw [div_mul_eq_div_div, div_eq_mul_inv (ε / k)]
    rw [hf]
    exact (hasDerivAt_inv hT.ne').const_mul (ε / k)
  have h2 := ((hasDerivAt_const T ε).fun_div (h1.exp.sub_const 1) hne).const_add (ε / 2)
  -- the Planck form holds at all temperatures near `T`
  have hev : meanEnergy ε k =ᶠ[𝓝 T]
      fun t => ε / 2 + ε / (Real.exp (ε / (k * t)) - 1) := by
    filter_upwards [eventually_gt_nhds hT] with t ht
    exact meanEnergy_eq hε hk ht
  refine (h2.congr_of_eventuallyEq hev).congr_deriv ?_
  have hc : k * (ε / (k * T)) ^ 2 = ε * (ε / k * (T ^ 2)⁻¹) := by field_simp
  simp only [einsteinFunction]
  linear_combination
    (-(Real.exp (ε / (k * T)) / (Real.exp (ε / (k * T)) - 1) ^ 2)) * hc
```

The proof turns on the notation `=ᶠ[𝓝 T]` in `hev`. The function to be differentiated is a ratio of series, whereas the differentiation rules have been applied to the Planck form. The two are known to agree for positive temperatures only, so they cannot simply be exchanged as functions on the whole real line. Nor would agreement at the single point $T$ suffice, since two functions can cross there with different slopes.

The statement `hev` says what is needed: the functions agree at all points sufficiently near $T$. This holds because $T > 0$ has a neighbourhood of positive numbers, which is the content of `eventually_gt_nhds hT`. The tactic `filter_upwards` then reduces the claim to one temperature `t` with `0 < t`, where `meanEnergy_eq` applies. Finally `congr_of_eventuallyEq` carries the derivative across.

The limit proofs below use the same device through `congr'`: two functions that agree sufficiently near the limit point, or for all sufficiently large arguments, have the same limit.

## The hyperbolic sine and the upper bound

The factorisation of $e^x - 1$ is proved in squared form, for every real $x$.

```lean
/-- The denominator of the Einstein function written with a hyperbolic sine. -/
theorem exp_sub_one_sq (x : ℝ) :
    (Real.exp x - 1) ^ 2 = Real.exp x * (2 * Real.sinh (x / 2)) ^ 2 := by
  have h1 : Real.exp x = Real.exp (x / 2) ^ 2 := by
    rw [pow_two, ← Real.exp_add, add_halves]
  have h2 : Real.exp (x / 2) * Real.exp (-(x / 2)) = 1 := by
    rw [← Real.exp_add, add_neg_cancel, Real.exp_zero]
  have h3 : Real.exp x - 1 = Real.exp (x / 2) * (2 * Real.sinh (x / 2)) := by
    rw [Real.sinh_eq]
    linear_combination h1 + h2
  rw [h3, mul_pow, ← h1]
```

Positivity of $c$ is immediate once $e^x - 1 > 0$. For the upper bound, `div_lt_one` turns $c(x) < 1$ into the inequality $x^2 e^x < (e^x-1)^2$. The factorisation reduces this to $x^2 < (2\sinh(x/2))^2$, which follows from Mathlib's `Real.self_lt_sinh_iff`, the inequality $y < \sinh y$ for $y > 0$.

```lean
/-- For `x > 0` the Einstein function lies strictly between 0 and 1. -/
theorem einsteinFunction_bounds {x : ℝ} (hx : 0 < x) :
    0 < einsteinFunction x ∧ einsteinFunction x < 1 := by
  have hy : 0 < Real.exp x - 1 := by
    have := Real.one_lt_exp_iff.2 hx
    linarith
  have hs : x / 2 < Real.sinh (x / 2) := Real.self_lt_sinh_iff.2 (by linarith)
  unfold einsteinFunction
  refine ⟨by positivity, ?_⟩
  rw [div_lt_one (by positivity), exp_sub_one_sq, mul_comm]
  have hsq : x ^ 2 < (2 * Real.sinh (x / 2)) ^ 2 := by nlinarith
  exact mul_lt_mul_of_pos_left hsq (Real.exp_pos x)
```

## The two limits of the Einstein function

In the limit at zero, `𝓝[≠] 0` denotes approach from either side without reaching the point. The hypothesis `h` is the slope of the exponential at zero, obtained from its derivative. The quotient `hq` is the expression $e^x/((e^x-1)/x)^2$ from the derivation by hand, and the closing lines identify it with $c(x)$ for $x \neq 0$.

```lean
/-- The Einstein function tends to 1 as its argument tends to 0 from either side. -/
theorem einsteinFunction_tendsto_one :
    Tendsto einsteinFunction (𝓝[≠] 0) (𝓝 1) := by
  -- the slope of the exponential at zero is one
  have h := hasDerivAt_iff_tendsto_slope_zero.1 (Real.hasDerivAt_exp 0)
  simp only [zero_add, Real.exp_zero, smul_eq_mul] at h
  have he : Tendsto Real.exp (𝓝[≠] 0) (𝓝 (Real.exp 0)) :=
    (Real.continuous_exp.tendsto 0).mono_left nhdsWithin_le_nhds
  rw [Real.exp_zero] at he
  have hq := he.div (h.pow 2) (by norm_num)
  rw [one_pow, div_one] at hq
  refine hq.congr' ?_
  filter_upwards [self_mem_nhdsWithin] with x hx
  have hx0 : x ≠ 0 := hx
  have hy : Real.exp x - 1 ≠ 0 := fun h => hx0 (Real.exp_eq_one_iff x |>.1 (by linarith))
  simp only [einsteinFunction, Pi.div_apply]
  field_simp
```

At infinity, written `atTop`, the proof uses the quotient $x^2e^{-x}/(1-e^{-x})^2$. Mathlib supplies the decay of the numerator as `Real.tendsto_pow_mul_exp_neg_atTop_nhds_zero`, here with power 2.

```lean
/-- The Einstein function tends to 0 at infinity. -/
theorem einsteinFunction_tendsto_zero :
    Tendsto einsteinFunction atTop (𝓝 0) := by
  have h1 := Real.tendsto_pow_mul_exp_neg_atTop_nhds_zero 2
  have h2 : Tendsto (fun x : ℝ => (1 - Real.exp (-x)) ^ 2) atTop (𝓝 ((1 - 0) ^ 2)) :=
    (tendsto_const_nhds.sub Real.tendsto_exp_neg_atTop_nhds_zero).pow 2
  have hq := h1.div h2 (by norm_num)
  rw [zero_div] at hq
  refine hq.congr' ?_
  filter_upwards [eventually_gt_atTop 0] with x hx
  have hy : Real.exp x - 1 ≠ 0 := by
    have := Real.one_lt_exp_iff.2 hx
    linarith
  have hs : 1 - Real.exp (-x) = (Real.exp x - 1) / Real.exp x := by
    rw [Real.exp_neg]
    field_simp
  simp only [einsteinFunction, Pi.div_apply]
  rw [hs, Real.exp_neg]
  field_simp
```

The following theorem collects the bounds and both limits. The filter `𝓝[>] 0` means approach from above, the physical side for $x = \varepsilon/kT$. This limit follows from the two-sided one by restriction.

```lean
/-- The Einstein function lies strictly between 0 and 1 for positive argument, tends to 1 as the
argument tends to 0 from above, and tends to 0 at infinity. -/
theorem einsteinFunction_main :
    (∀ x : ℝ, 0 < x → 0 < einsteinFunction x ∧ einsteinFunction x < 1) ∧
      Tendsto einsteinFunction (𝓝[>] 0) (𝓝 1) ∧
      Tendsto einsteinFunction atTop (𝓝 0) :=
  ⟨fun _ hx => einsteinFunction_bounds hx,
    einsteinFunction_tendsto_one.mono_left
      (nhdsWithin_mono 0 fun _ hx => ne_of_gt hx),
    einsteinFunction_tendsto_zero⟩
```

## Back to temperature

The last theorem speaks of the heat capacity itself. For fixed positive `ε` and `k` it gives $0 < C(T) < k$ at every $T > 0$, then $C \to k$ as $T \to \infty$ and $C \to 0$ as $T \to 0^+$.

The step `hC` identifies $C(T)$ with $k\,c(\varepsilon/kT)$ using the derivative already found. The bounds are then those of $c$ multiplied by $k$. For each limit, `hx` describes how $\varepsilon/kT$ moves as the temperature changes, and composing it with the corresponding limit of $c$ gives the result. At high temperature `hx` must also record that $\varepsilon/kT$ stays positive, because the limit it is composed with is one-sided.

```lean
/-- For positive `ε` and `k`, the heat capacity of a mode lies strictly between 0 and `k` at every
positive temperature, tends to `k` at high temperature, and tends to 0 as `T` tends to 0 from
above. -/
theorem heatCapacity_main {ε k : ℝ} (hε : 0 < ε) (hk : 0 < k) :
    (∀ T : ℝ, 0 < T → 0 < heatCapacity ε k T ∧ heatCapacity ε k T < k) ∧
      Tendsto (heatCapacity ε k) atTop (𝓝 k) ∧
      Tendsto (heatCapacity ε k) (𝓝[>] 0) (𝓝 0) := by
  have hC : ∀ T : ℝ, 0 < T →
      k * einsteinFunction (ε / (k * T)) = heatCapacity ε k T :=
    fun T hT => (hasDerivAt_meanEnergy hε hk hT).deriv.symm
  have hf : (fun T : ℝ => ε / (k * T)) = fun T => ε / k * T⁻¹ := by
    funext T
    rw [div_mul_eq_div_div, div_eq_mul_inv (ε / k)]
  have hek : 0 < ε / k := div_pos hε hk
  refine ⟨fun T hT => ?_, ?_, ?_⟩
  · have hb := einsteinFunction_bounds (x := ε / (k * T)) (by positivity)
    rw [← hC T hT]
    exact ⟨mul_pos hk hb.1, by nlinarith [hb.2]⟩
  · -- high temperature: the reduced frequency tends to zero
    have hx : Tendsto (fun T : ℝ => ε / (k * T)) atTop (𝓝[>] 0) := by
      refine tendsto_nhdsWithin_iff.2 ⟨?_, ?_⟩
      · rw [hf]
        have h := (tendsto_inv_atTop_zero (𝕜 := ℝ)).const_mul (ε / k)
        rwa [mul_zero] at h
      · filter_upwards [eventually_gt_atTop 0] with T hT
        exact div_pos hε (mul_pos hk hT)
    have h := (einsteinFunction_main.2.1.comp hx).const_mul k
    rw [mul_one] at h
    refine h.congr' ?_
    filter_upwards [eventually_gt_atTop 0] with T hT
    exact hC T hT
  · -- low temperature: the reduced frequency grows without bound
    have hx : Tendsto (fun T : ℝ => ε / (k * T)) (𝓝[>] 0) atTop := by
      rw [hf]
      exact tendsto_inv_nhdsGT_zero.const_mul_atTop hek
    have h := (einsteinFunction_tendsto_zero.comp hx).const_mul k
    rw [mul_zero] at h
    refine h.congr' ?_
    filter_upwards [self_mem_nhdsWithin] with T hT
    exact hC T hT

end

end EinsteinHeatCapacity
```

```lean
#print axioms EinsteinHeatCapacity.heatCapacity_main
```

```
'EinsteinHeatCapacity.heatCapacity_main' depends on axioms: [propext, Classical.choice, Quot.sound]
```
